# A simple level of H₀ continues to a real-analytic k·p band near k = 0

Let $H(k) = H_0 + kP + k^2/2$ with Hermitian matrices $H_0$ and $P$, and let $E_0$ be a simple root of the characteristic polynomial of $H_0$. Then there are a $\delta > 0$ and a real function $E$ with $E(0) = E_0$ that is real-analytic, and hence continuously differentiable, for $|k| < \delta$. At each such $k$, $E(k)$ is an eigenvalue of $H(k)$ and again a simple root, and any eigenvalue of $H(k)$ within $\delta$ of $E_0$ equals $E(k)$.

For a non-interacting k·p model of this form, with finitely many basis states and one wave-vector component, this ensures that a nondegenerate band has a slope and a curvature at $k=0$. The effective mass along this direction is the inverse of the curvature in atomic units, provided the curvature is nonzero, which the theorem does not assert.

## The Hamiltonian and its levels

```lean
import Mathlib

open Matrix Topology Filter
open scoped ContDiff

namespace KPBand

noncomputable section

variable {n : Type*} [Fintype n] [DecidableEq n]
```

The finite type `n` labels the states of an orthonormal basis, for instance the band functions at the expansion point. A `Matrix n n ℂ` is a complex square matrix with rows and columns labelled by `n`.

```lean
/-- The k·p Hamiltonian `H(k) = H0 + k P + k²/2` in atomic units. -/
def kpHamiltonian (H0 P : Matrix n n ℂ) (k : ℝ) : Matrix n n ℂ :=
  H0 + (k : ℂ) • P + ((k ^ 2 / 2 : ℝ) : ℂ) • (1 : Matrix n n ℂ)
```

This is $H(k)$ in atomic units. The matrix $P$ holds the momentum matrix elements along the chosen direction of $k$, and the free-electron term $k^2/2$ multiplies the identity. The sign `•` is multiplication by a scalar, and `(k : ℂ)` is the real number $k$ read as a complex one. $H_0$ need not be diagonal.

```lean
/-- The real energy `e` is an eigenvalue of `A`, with a nonzero eigenvector. -/
def IsLevel (A : Matrix n n ℂ) (e : ℝ) : Prop :=
  ∃ v : n → ℂ, v ≠ 0 ∧ A *ᵥ v = (e : ℂ) • v
```

A real energy $e$ is a level of $A$ if $Av = ev$ for some $v \neq 0$. The symbol `*ᵥ` applies a matrix to a vector.

```lean
/-- The real energy `e` is a simple root of the characteristic polynomial of `A`. -/
def IsSimpleLevel (A : Matrix n n ℂ) (e : ℝ) : Prop :=
  Polynomial.rootMultiplicity (e : ℂ) A.charpoly = 1
```

A level is simple if it is a root of multiplicity one of $p_A(z) = \det(z - A)$. Physically, the state is nondegenerate within the whole basis, including spin if the basis carries it. A spin-degenerate pair does not qualify.

Simplicity could also have been defined by a one-dimensional eigenspace. For Hermitian matrices the two definitions agree, but the proof would then need an extra step to reach the characteristic polynomial. Without Hermiticity they can differ: $\begin{pmatrix}0&1\\0&0\end{pmatrix}$ has a one-dimensional eigenspace at the double root $0$.

```lean
/-- The secular function: the real part of `det (e - H(k))` at the point `(k, e)`. -/
def secular (H0 P : Matrix n n ℂ) (x : ℝ × ℝ) : ℝ :=
  ((kpHamiltonian H0 P x.1).charpoly.eval (x.2 : ℂ)).re
```

The secular function is $F(k,e) = \operatorname{Re}\det(e - H(k))$. Its argument `x` is the pair $(k,e)$, with `x.1` for $k$ and `x.2` for $e$. Taking the real part gives a real function of two real variables, and Hermiticity will show that nothing is lost.

## From eigenvectors to a real secular equation

```lean
/-- The characteristic polynomial at `t` is the determinant of `t - A`. -/
lemma eval_charpoly_eq (A : Matrix n n ℂ) (t : ℂ) :
    A.charpoly.eval t = (t • (1 : Matrix n n ℂ) - A).det := by
  have h : Matrix.scalar n t = t • (1 : Matrix n n ℂ) := by
    ext i j
    by_cases hij : i = j <;> simp [Matrix.scalar_apply, hij]
  rw [Matrix.eval_charpoly, h]
```

Evaluating the characteristic polynomial at $t$ gives $\det(t - A)$.

```lean
/-- The levels of a matrix are the real zeros of its characteristic polynomial. -/
theorem isLevel_iff (A : Matrix n n ℂ) (e : ℝ) :
    IsLevel A e ↔ A.charpoly.eval (e : ℂ) = 0 := by
  rw [eval_charpoly_eq, ← Matrix.exists_mulVec_eq_zero_iff]
  have h : ∀ v : n → ℂ, ((e : ℂ) • (1 : Matrix n n ℂ) - A) *ᵥ v = (e : ℂ) • v - A *ᵥ v := by
    intro v
    simp [Matrix.sub_mulVec, Matrix.smul_mulVec]
  constructor
  · rintro ⟨v, hv, h'⟩
    exact ⟨v, hv, by rw [h, h', sub_self]⟩
  · rintro ⟨v, hv, h'⟩
    rw [h] at h'
    exact ⟨v, hv, (sub_eq_zero.mp h').symm⟩
```

By hand: $Av = ev$ with $v \neq 0$ means $(e-A)v = 0$ with $v \neq 0$, which is possible exactly when $\det(e-A) = 0$. The two bullets in the proof are the two directions, and both keep the same vector $v$.

```lean
/-- A root is simple exactly when the characteristic polynomial vanishes there and its
derivative does not. -/
lemma simple_iff (A : Matrix n n ℂ) (z : ℂ) :
    Polynomial.rootMultiplicity z A.charpoly = 1 ↔
      A.charpoly.eval z = 0 ∧ A.charpoly.derivative.eval z ≠ 0 := by
  have hp := A.charpoly_monic.ne_zero
  have h1 := Polynomial.rootMultiplicity_pos hp (x := z)
  have h2 := Polynomial.one_lt_rootMultiplicity_iff_isRoot hp (t := z)
  constructor
  · intro h
    have a := h1.mp (by omega)
    exact ⟨a, fun b => by have := h2.mpr ⟨a, b⟩; omega⟩
  · rintro ⟨a, b⟩
    have h3 := h1.mpr a
    have h4 : ¬ 1 < Polynomial.rootMultiplicity z A.charpoly := fun h => b (h2.mp h).2
    omega
```

If $z$ is a root of multiplicity $m \geq 1$, write $p_A(x) = (x-z)^m q(x)$ with $q(z) \neq 0$. For $m=1$ the derivative at $z$ is $q(z) \neq 0$; for $m \geq 2$ it vanishes. So a root is simple exactly when $p_A(z)=0$ and $p_A'(z)\neq 0$. Lean takes the corresponding facts about multiplicities from Mathlib, and `omega` does the integer arithmetic.

```lean
omit [Fintype n] in
/-- For Hermitian `H0` and `P` the k·p Hamiltonian is Hermitian at every real `k`. -/
lemma kpHamiltonian_isHermitian {H0 P : Matrix n n ℂ} (h0 : H0.IsHermitian)
    (hP : P.IsHermitian) (k : ℝ) : (kpHamiltonian H0 P k).IsHermitian := by
  have hr : ∀ r : ℝ, star (r : ℂ) = r := Complex.conj_ofReal
  unfold kpHamiltonian Matrix.IsHermitian
  simp only [conjTranspose_add, conjTranspose_smul, conjTranspose_one, h0.eq, hP.eq, hr]
```

Since $k$ is real, each term of $H(k)$ equals its own conjugate transpose, and so does the sum.

```lean
/-- At real energy the characteristic polynomial of a Hermitian matrix is real. -/
theorem charpoly_eval_im {A : Matrix n n ℂ} (hA : A.IsHermitian) (e : ℝ) :
    (A.charpoly.eval (e : ℂ)).im = 0 := by
  have hr : star (e : ℂ) = e := Complex.conj_ofReal e
  have h := Matrix.det_conjTranspose ((e : ℂ) • (1 : Matrix n n ℂ) - A)
  rw [conjTranspose_sub, conjTranspose_smul, conjTranspose_one, hA.eq, hr] at h
  rw [eval_charpoly_eq]
  exact Complex.conj_eq_iff_im.mp h.symm
```

For Hermitian $A$ and real $e$, the matrix $M = e-A$ is Hermitian. Therefore $\overline{\det M} = \det M^\dagger = \det M$, and the determinant is real.

## Smoothness of the secular function

```lean
/-- The secular function is real-analytic in `k` and `e` jointly. -/
lemma secular_contDiff (H0 P : Matrix n n ℂ) : ContDiff ℝ ω (secular H0 P) := by
  have h1 : ContDiff ℝ ω (fun x : ℝ × ℝ => (x.1 : ℂ)) :=
    Complex.ofRealCLM.contDiff.comp contDiff_fst
  have h2 : ContDiff ℝ ω (fun x : ℝ × ℝ => (x.2 : ℂ)) :=
    Complex.ofRealCLM.contDiff.comp contDiff_snd
  have hq : ContDiff ℝ ω (fun x : ℝ × ℝ => ((x.1 ^ 2 / 2 : ℝ) : ℂ)) :=
    Complex.ofRealCLM.contDiff.comp ((contDiff_fst.pow 2).div_const 2)
  have hd : ContDiff ℝ ω (fun x : ℝ × ℝ =>
      ((x.2 : ℂ) • (1 : Matrix n n ℂ) - kpHamiltonian H0 P x.1).det) := by
    simp only [Matrix.det_apply']
    refine ContDiff.sum fun s _ => contDiff_const.mul (contDiff_prod fun i _ => ?_)
    simp only [kpHamiltonian, Matrix.sub_apply, Matrix.add_apply, Matrix.smul_apply, smul_eq_mul]
    exact (h2.mul contDiff_const).sub
      ((contDiff_const.add (h1.mul contDiff_const)).add (hq.mul contDiff_const))
  have he : secular H0 P = fun x : ℝ × ℝ =>
      (((x.2 : ℂ) • (1 : Matrix n n ℂ) - kpHamiltonian H0 P x.1).det).re := by
    funext x
    rw [secular, eval_charpoly_eq]
  rw [he]
  exact Complex.reCLM.contDiff.comp hd
```

`ContDiff ℝ ω` means real-analytic. By the Leibniz formula the determinant is a finite sum of products of matrix entries, and each entry of $e-H(k)$ is a polynomial in $k$ and $e$. The proof follows this structure through sums, products and finally the real part.

```lean
/-- The energy derivative of the secular function is the real part of the derivative of the
characteristic polynomial of `H(k)`. -/
lemma secular_deriv (H0 P : Matrix n n ℂ) (k e : ℝ) :
    fderiv ℝ (secular H0 P) (k, e) (0, 1) =
      ((kpHamiltonian H0 P k).charpoly.derivative.eval (e : ℂ)).re := by
  have h1 : HasDerivAt (fun t : ℝ => secular H0 P (k, t))
      ((kpHamiltonian H0 P k).charpoly.derivative.eval (e : ℂ)).re e :=
    ((kpHamiltonian H0 P k).charpoly.hasDerivAt (e : ℂ)).real_of_complex
  have h3 : HasDerivAt (fun t : ℝ => (k, t)) ((0 : ℝ), (1 : ℝ)) e :=
    (hasDerivAt_const e k).prodMk (hasDerivAt_id e)
  have hF := ((secular_contDiff H0 P).differentiable (by simp) (k, e)).hasFDerivAt
  exact (HasFDerivAt.comp_hasDerivAt (f := fun t : ℝ => (k, t)) e hF h3).unique h1
```

Write $F_k$ and $F_e$ for the partial derivatives of $F$. In Lean, `fderiv` is the total derivative, a linear map, and applying it to the direction `(0, 1)` gives $F_e$. At fixed $k$,
$$F_e(k,e) = \frac{d}{de}\operatorname{Re}\,p_{H(k)}(e) = \operatorname{Re}\,p_{H(k)}'(e).$$
The proof differentiates along the line $t \mapsto (k,t)$ in two ways and uses the uniqueness of the derivative.

## Solving for the energy

```lean
/-- If an analytic `F(k, e)` vanishes at `(0, E0)` with nonzero `e`-derivative there, its zero set
near that point is the graph of a function of `k` that is analytic at `0`. -/
theorem implicit_curve {F : ℝ × ℝ → ℝ} (hF : ContDiff ℝ ω F) {E0 : ℝ} (hF0 : F (0, E0) = 0)
    (ha : fderiv ℝ F (0, E0) (0, 1) ≠ 0) :
    ∃ E : ℝ → ℝ, E 0 = E0 ∧ AnalyticAt ℝ E 0 ∧ (∀ᶠ k in 𝓝 (0 : ℝ), F (k, E k) = 0) ∧
      ∀ᶠ x in 𝓝 ((0 : ℝ), E0), F x = 0 → x.2 = E x.1 := by
  obtain ⟨L, hLd⟩ : ∃ L, L = fderiv ℝ F (0, E0) := ⟨_, rfl⟩
  rw [← hLd] at ha
  have hL : ∀ x : ℝ × ℝ, L x = x.1 * L (1, 0) + x.2 * L (0, 1) := by
    intro x
    calc L x = L (x.1 • ((1 : ℝ), (0 : ℝ)) + x.2 • ((0 : ℝ), (1 : ℝ))) :=
          congrArg L (by ext <;> simp)
      _ = _ := by rw [map_add, map_smul, map_smul, smul_eq_mul, smul_eq_mul]
  -- the derivative of (k, e) ↦ (k, F(k, e)) is invertible
  let T : (ℝ × ℝ) ≃L[ℝ] (ℝ × ℝ) := ContinuousLinearEquiv.equivOfInverse
    ((ContinuousLinearMap.fst ℝ ℝ ℝ).prod L)
    ((ContinuousLinearMap.fst ℝ ℝ ℝ).prod ((L (0, 1))⁻¹ •
      (ContinuousLinearMap.snd ℝ ℝ ℝ - L (1, 0) • ContinuousLinearMap.fst ℝ ℝ ℝ)))
    (by
      intro x
      refine Prod.ext rfl ?_
      change (L (0, 1))⁻¹ * (L x - L (1, 0) * x.1) = x.2
      rw [hL x]
      field_simp
      ring)
    (by
      intro x
      refine Prod.ext rfl ?_
      change L (x.1, (L (0, 1))⁻¹ * (x.2 - L (1, 0) * x.1)) = x.2
      rw [hL]
      field_simp
      ring)
  obtain ⟨Φ, hΦd⟩ : ∃ Φ : ℝ × ℝ → ℝ × ℝ, Φ = fun x => (x.1, F x) := ⟨_, rfl⟩
  have hv : ∀ x, Φ x = (x.1, F x) := fun x => by rw [hΦd]
  have hΦ : ContDiff ℝ ω Φ := by rw [hΦd]; exact contDiff_fst.prodMk hF
  have hT : HasFDerivAt Φ (T : (ℝ × ℝ) →L[ℝ] (ℝ × ℝ)) (0, E0) := by
    have h := (hF.differentiable (by simp) (0, E0)).hasFDerivAt
    rw [← hLd] at h
    rw [hΦd]
    exact (hasFDerivAt_fst.prodMk h).congr_fderiv (ContinuousLinearMap.ext fun _ => rfl)
  have hs := hΦ.contDiffAt.hasStrictFDerivAt' hT (by simp)
  obtain ⟨g, hg, hga, hr, hl⟩ : ∃ g : ℝ × ℝ → ℝ × ℝ, ContDiffAt ℝ ω g (Φ (0, E0)) ∧
      g (Φ (0, E0)) = (0, E0) ∧ (∀ᶠ y in 𝓝 (Φ (0, E0)), Φ (g y) = y) ∧
      ∀ᶠ x in 𝓝 ((0 : ℝ), E0), g (Φ x) = x :=
    ⟨_, hΦ.contDiffAt.to_localInverse hT (by simp), hs.localInverse_apply_image,
      hs.eventually_right_inverse, hs.eventually_left_inverse⟩
  rw [hv, hF0] at hg hga hr
  have hc : ContDiffAt ℝ ω (fun k : ℝ => (k, (0 : ℝ))) 0 := contDiffAt_id.prodMk contDiffAt_const
  have hc' : Tendsto (fun k : ℝ => (k, (0 : ℝ))) (𝓝 0) (𝓝 (0, 0)) := hc.continuousAt
  refine ⟨fun k => (g (k, 0)).2, congrArg Prod.snd hga, ?_, ?_, ?_⟩
  · exact (ContDiffAt.comp (f := fun k : ℝ => (k, (0 : ℝ))) (0 : ℝ) hg hc).snd.analyticAt
  · filter_upwards [hc'.eventually hr] with k hk
    rw [hv] at hk
    have h1 : (k, (g (k, 0)).2) = g (k, 0) := Prod.ext (congrArg Prod.fst hk).symm rfl
    rw [h1]
    exact congrArg Prod.snd hk
  · filter_upwards [hl] with x hx h0
    rw [hv, h0] at hx
    exact (congrArg Prod.snd hx).symm
```

This is an implicit function theorem for any analytic $F$ with $F(0,E_0)=0$ and $F_e(0,E_0)\neq0$. Consider the map
$$\Phi(k,e) = (k, F(k,e)).$$
With the partial derivatives taken at $(0,E_0)$, its derivative there sends $(a,b)$ to $(a, F_k a + F_e b)$. This can be inverted:
$$(a,c) \mapsto \left(a, \frac{c - F_k a}{F_e}\right).$$
In the code `L` is the derivative of $F$, and `T` packages the derivative of $\Phi$ with its inverse. The inverse function theorem then supplies an analytic local inverse $g$ of $\Phi$. Define $E(k)$ as the second component of $g(k,0)$.

Near $k=0$ we have $\Phi(g(k,0)) = (k,0)$. The first component shows that $g(k,0) = (k,E(k))$, and the second that $F(k,E(k))=0$. Conversely, if $(k,e)$ is close to $(0,E_0)$ and $F(k,e)=0$, then $(k,e) = g(\Phi(k,e)) = g(k,0)$, so $e=E(k)$. The notation `∀ᶠ x in 𝓝 a` reads "for all $x$ sufficiently close to $a$".

## The band

```lean
/-- For Hermitian `H0` and `P`, a simple level `E0` of `H0` continues to a real-analytic band `E(k)`
of simple levels of `H(k)` for `k` near `0`, and for these `k` no other level of `H(k)` lies in a
fixed window around `E0`. -/
theorem exists_analytic_band {H0 P : Matrix n n ℂ} (h0 : H0.IsHermitian) (hP : P.IsHermitian)
    {E0 : ℝ} (hE : IsSimpleLevel H0 E0) :
    ∃ δ > 0, ∃ E : ℝ → ℝ, E 0 = E0 ∧ ∀ k, |k| < δ →
      AnalyticAt ℝ E k ∧ IsLevel (kpHamiltonian H0 P k) (E k) ∧
      IsSimpleLevel (kpHamiltonian H0 P k) (E k) ∧
      ∀ e, |e - E0| < δ → IsLevel (kpHamiltonian H0 P k) e → e = E k := by
  have hH : kpHamiltonian H0 P 0 = H0 := by simp [kpHamiltonian]
  obtain ⟨hr, hd⟩ := (simple_iff H0 E0).mp hE
  have hF := secular_contDiff H0 P
  have hF0 : secular H0 P (0, E0) = 0 := by simp [secular, hH, hr]
  have ha : fderiv ℝ (secular H0 P) (0, E0) (0, 1) ≠ 0 := by
    rw [secular_deriv, hH]
    -- the derivative of the characteristic polynomial is real at real energy
    have him : HasDerivAt (fun y : ℝ => (H0.charpoly.eval (y : ℂ)).im)
        (H0.charpoly.derivative.eval (E0 : ℂ)).im E0 :=
      Complex.imCLM.hasFDerivAt.comp_hasDerivAt E0 (H0.charpoly.hasDerivAt (E0 : ℂ)).comp_ofReal
    simp only [charpoly_eval_im h0] at him
    have him0 : (H0.charpoly.derivative.eval (E0 : ℂ)).im = 0 :=
      him.unique (hasDerivAt_const E0 0)
    exact fun h => hd (Complex.ext h him0)
  obtain ⟨E, hE0, hEa, hz, hu⟩ := implicit_curve hF hF0 ha
  -- the energy derivative stays nonzero along the band
  have hcont : Continuous fun x : ℝ × ℝ => fderiv ℝ (secular H0 P) x (0, 1) :=
    (hF.continuous_fderiv (by simp)).clm_apply continuous_const
  have hpair : ContinuousAt (fun k : ℝ => (k, E k)) 0 := continuousAt_id.prodMk hEa.continuousAt
  have hcomp : ContinuousAt (fun k : ℝ => fderiv ℝ (secular H0 P) (k, E k) (0, 1)) 0 :=
    ContinuousAt.comp (f := fun k : ℝ => (k, E k)) hcont.continuousAt hpair
  have hne := hcomp.eventually_ne (by rw [hE0]; exact ha)
  obtain ⟨ε₁, hε₁, h1⟩ :=
    Metric.eventually_nhds_iff.mp (hEa.eventually_analyticAt.and (hz.and hne))
  obtain ⟨ε₂, hε₂, h2⟩ := Metric.eventually_nhds_iff.mp hu
  refine ⟨min ε₁ ε₂, lt_min hε₁ hε₂, E, hE0, fun k hk => ?_⟩
  obtain ⟨a1, a2, a3⟩ := @h1 k (by
    rw [Real.dist_eq, sub_zero]; exact hk.trans_le (min_le_left _ _))
  have hroot : (kpHamiltonian H0 P k).charpoly.eval (E k : ℂ) = 0 :=
    Complex.ext a2 (charpoly_eval_im (kpHamiltonian_isHermitian h0 hP k) _)
  refine ⟨a1, (isLevel_iff _ _).mpr hroot, (simple_iff _ _).mpr ⟨hroot, fun h => a3 ?_⟩, ?_⟩
  · rw [secular_deriv, h, Complex.zero_re]
  · intro e he hl
    refine @h2 (k, e) ?_ ?_
    · rw [Prod.dist_eq]
      refine max_lt ?_ ?_
      · simpa [Real.dist_eq] using hk.trans_le (min_le_right _ _)
      · simpa [Real.dist_eq] using he.trans_le (min_le_right _ _)
    · simp [secular, (isLevel_iff _ _).mp hl]
```

The hypotheses `h0`, `hP` and `hE` say that $H_0$ and $P$ are Hermitian and that $E_0$ is simple. The conclusion is the result stated at the start.

By hand, the argument has four steps.

1. **The starting point.** Since $H(0)=H_0$, we have $F(0,E_0)=0$ and $F_e(0,E_0) = \operatorname{Re}\,p_{H_0}'(E_0)$. The imaginary part of $p_{H_0}(e)$ vanishes for every real $e$, so its derivative vanishes too, and $p_{H_0}'(E_0)$ is real. Simplicity makes it nonzero, hence $F_e(0,E_0)\neq0$.
2. **The curve.** `implicit_curve` gives $E$. On it the real part of $\det(E(k)-H(k))$ is zero, and the imaginary part is zero by Hermiticity. So $E(k)$ is a level.
3. **Simplicity.** The function $k\mapsto F_e(k,E(k))$ is continuous at $0$ and nonzero there, so it stays nonzero nearby. If $p_{H(k)}'(E(k))$ vanished, $F_e(k,E(k))$ would vanish as well.
4. **The window.** The curve's properties hold for $|k|<\varepsilon_1$, and local uniqueness holds within $\varepsilon_2$ of $(0,E_0)$. Take $\delta=\min(\varepsilon_1,\varepsilon_2)$.

The theorem gives no estimate of $\delta$ and no formula for the effective mass. It concerns the given finite matrices, not the error made by truncating a crystal's band basis.

In the smallest case, with one basis state, $H_0=E_0$ and $P=p$ are real numbers, and the band is $E(k)=E_0+pk+k^2/2$ for every $k$.

## Two bands through a degenerate point

```lean
/-- The diagonal matrix with entries `1` and `-1`. -/
def sigmaZ : Matrix (Fin 2) (Fin 2) ℂ := !![1, 0; 0, -1]
```

This is the Pauli matrix $\sigma_z$, used here as a momentum matrix.

```lean
/-- For `H0 = 0` and `P = sigmaZ`, both `k²/2 + k` and `k²/2 - k` are levels of `H(k)` at every real
`k`. -/
theorem degenerate_crossing (k : ℝ) :
    IsLevel (kpHamiltonian 0 sigmaZ k) (k ^ 2 / 2 + k) ∧
      IsLevel (kpHamiltonian 0 sigmaZ k) (k ^ 2 / 2 - k) := by
  constructor
  · refine ⟨![1, 0], fun h => by simpa using congrFun h 0, ?_⟩
    ext i
    fin_cases i <;>
      simp [kpHamiltonian, sigmaZ, Matrix.mulVec, dotProduct, Fin.sum_univ_two]
    ring
  · refine ⟨![0, 1], fun h => by simpa using congrFun h 1, ?_⟩
    ext i
    fin_cases i <;>
      simp [kpHamiltonian, sigmaZ, Matrix.mulVec, dotProduct, Fin.sum_univ_two]
    ring

end

end KPBand
```

With $H_0=0$ and $P=\sigma_z$, the Hamiltonian is diagonal with entries $k^2/2\pm k$. The basis vectors $(1,0)$ and $(0,1)$ are the eigenvectors, and the proof checks the eigenvalue equation component by component.

At $k=0$ both levels are zero, a double root. For small $k\neq0$ they are different and both lie in any given window around zero, so they cannot both equal one $E(k)$. Without simplicity, the uniqueness part of the theorem can therefore fail, as it does in this example. Smoothness is not what is lost here, since both parabolas are analytic.

```lean
#print axioms KPBand.exists_analytic_band
#print axioms KPBand.degenerate_crossing
```

```
'KPBand.exists_analytic_band' depends on axioms: [propext, Classical.choice, Quot.sound]
'KPBand.degenerate_crossing' depends on axioms: [propext, Classical.choice, Quot.sound]
```
